# At large separation, a uniform wavevector mesh without q = 0 turns a dispersion power law into exponential decay

Two parallel layers a distance D apart attract because charge fluctuations in one layer polarise the other. The potential of a fluctuation with in-plane wavevector q falls off across the gap as exp(-qD), and the second-order interaction energy contains this factor twice. Suppose that everything else in the integrand, namely the response of the layers, the Coulomb coupling and the density of wavevectors, behaves as a power q^p. The dependence on separation is then

∫₀^∞ q^p exp(-2qD) dq = p!/(2D)^(p+1),

as the substitution t = 2qD shows. For two insulating layers much thinner than D, with retardation neglected, p = 3, which gives the D⁻⁴ law. Computations often sample the in-plane wavevectors on a two-dimensional mesh. The model here keeps the single variable q and replaces the integral by a sum over uniformly spaced values of q, without q = 0. With spacing h > 0 and natural p, the sum is

S(h,D) = h Σ_{n≥0} ((n+1)h)^p exp(-2(n+1)hD).

At fixed D > 0, S tends to p!/(2D)^(p+1) as h → 0⁺. At fixed h > 0, however, D^m S tends to 0 as D → ∞ for every natural m.

## Bounds from the binomial series

Put r = exp(-2hD), so that 0 < r < 1 for positive h and D. Each exponential in the sum is r·rⁿ, and therefore

S = h^(p+1) r M, with M = Σ_{n≥0} (n+1)^p rⁿ.

The product (n+1)(n+2)…(n+p) equals p! C(n+p,p), where C denotes the binomial coefficient. Its p factors all lie between n+1 and n+p+1, so

(n+1)^p ≤ p! C(n+p,p) ≤ (n+p+1)^p.

Differentiating the geometric series p times and dividing by p! gives

Σ_{n≥0} C(n+p,p) rⁿ = 1/(1-r)^(p+1).

The left inequality now yields M ≤ p!/(1-r)^(p+1). For a lower bound, drop the first p terms of M, which are non-negative, and apply the right inequality to the rest:

M ≥ Σ_{n≥0} (n+p+1)^p r^(n+p) ≥ r^p p!/(1-r)^(p+1).

Multiplying both bounds by h^(p+1) r gives

p! r^(p+1) (h/(1-r))^(p+1) ≤ S ≤ p! r (h/(1-r))^(p+1).

## Fine mesh and large separation

Fix D and let h → 0⁺. The function 1 - exp(-2hD) vanishes at h = 0 and has derivative 2D there, so (1-r)/h → 2D and h/(1-r) → 1/(2D). Since r → 1, both bounds tend to p!/(2D)^(p+1), and S is squeezed between them.

Now fix h and let D → ∞, so that r → 0. From the factorised form,

exp(2hD) S = h^(p+1) Σ_{n≥0} (n+1)^p rⁿ.

Once r ≤ 1/2, the terms are dominated by those of the convergent series Σ (n+1)^p 2⁻ⁿ, so the limit may be taken term by term. Only n = 0 survives, and it contributes 1. Hence

exp(2hD) S → h^(p+1).

The smallest mesh wavevector, q = h, governs the decay. Finally,

D^m S = [D^m exp(-2hD)]·[exp(2hD) S] → 0·h^(p+1) = 0.

With m = p+1, this says that the ratio of the mesh sum to the continuum value tends to zero.

## Three separations for p = 1 and h = 0.1

For p = 1 the series is elementary: Σ (n+1) rⁿ = 1/(1-r)², so S = h² r/(1-r)² = h²/(4 sinh²(hD)). The continuum value is 1/(4D²), and the ratio of the two is (hD/sinh(hD))². In arbitrary units with h = 0.1:

- At D = 1 the ratio is 0.997.
- At D = 10 it is 0.724.
- At D = 50 it is 0.0045. Here S ≈ 4.54 × 10⁻⁷, which agrees to three digits with the first mesh point alone, h² exp(-2hD).

In this one-variable model with a pure power q^p, a decay exponent fitted to mesh energies at large hD thus does not reflect the continuum power law.

## The mesh sum in Lean

```lean
import Mathlib

open Filter Topology
open scoped Nat

namespace DispersionMesh

noncomputable section

/-- The sum over the uniform wavevector mesh `q = h, 2h, 3h, …` of `q ^ p * exp (-2 q D)`,
weighted by the mesh spacing `h`; `D` is the separation. -/
def meshSum (p : ℕ) (h D : ℝ) : ℝ :=
  h * ∑' n : ℕ, (((n : ℝ) + 1) * h) ^ p * Real.exp (-2 * (((n : ℝ) + 1) * h) * D)
```

`meshSum p h D` is S(h,D), with real h and D. The summation index `n` starts at 0, so the wavevectors are h, 2h, 3h and so on. The mesh has finite spacing but no upper cutoff. It is a mesh in the single variable q, not a two-dimensional grid, and prefactors of the energy are left out. Because `p` is a natural number, fractional exponents are excluded.

The point q = 0 is absent. For p ≥ 1 it would contribute nothing, but for p = 0 it would add the constant h, and the sum would then tend to h instead of 0 as D → ∞.

```lean
/-- Each mesh term is `h ^ p` times a power of the mesh index `n + 1` times a power of
`exp (-2 h D)`. -/
theorem mesh_term (p : ℕ) (h D : ℝ) (n : ℕ) :
    (((n : ℝ) + 1) * h) ^ p * Real.exp (-2 * (((n : ℝ) + 1) * h) * D) =
      (h ^ p * Real.exp (-(2 * h * D))) *
        (((n : ℝ) + 1) ^ p * Real.exp (-(2 * h * D)) ^ n) := by
  have e : Real.exp (-2 * (((n : ℝ) + 1) * h) * D) =
      Real.exp (-(2 * h * D)) * Real.exp (-(2 * h * D)) ^ n := by
    rw [← Real.exp_nat_mul, ← Real.exp_add]
    congr 1
    ring
  rw [e, mul_pow]
  ring
```

This is the factorisation in powers of r. The auxiliary equation `e` splits the exponential into r·rⁿ, and `ring` collects the factors.

## Bounding the series

```lean
/-- A rising factorial lies between the powers of its smallest factor and of a number
above its largest factor. -/
theorem factorial_choose_bounds (n p : ℕ) :
    (n + 1) ^ p ≤ p ! * (n + p).choose p ∧ p ! * (n + p).choose p ≤ (n + p + 1) ^ p := by
  rw [← Nat.ascFactorial_eq_factorial_mul_choose]
  induction p with
  | zero => simp
  | succ k ih =>
    rw [Nat.ascFactorial_succ]
    constructor
    · calc (n + 1) ^ (k + 1) = (n + 1) * (n + 1) ^ k := by ring
        _ ≤ _ := Nat.mul_le_mul (by omega) ih.1
    · calc (n + 1 + k) * (n + 1).ascFactorial k
          ≤ (n + (k + 1) + 1) * (n + (k + 1) + 1) ^ k :=
            Nat.mul_le_mul (by omega) (ih.2.trans (Nat.pow_le_pow_left (by omega) k))
        _ = _ := by ring
```

Both inequalities are proved for natural numbers by induction on `p`. The product (n+1)…(n+p) is Mathlib's `ascFactorial`. Each induction step multiplies by one more factor, n+1+k, and compares it with the smallest factor and with a number above the largest.

```lean
/-- For `0 ≤ r < 1` the series `∑ (n+1)^p r^n` converges and lies between
`p! r^p / (1-r)^(p+1)` and `p! / (1-r)^(p+1)`. -/
theorem moment_bounds (p : ℕ) {r : ℝ} (h0 : 0 ≤ r) (h1 : r < 1) :
    Summable (fun n : ℕ => ((n : ℝ) + 1) ^ p * r ^ n) ∧
    r ^ p * ((p ! : ℝ) * (1 / (1 - r) ^ (p + 1))) ≤ ∑' n : ℕ, ((n : ℝ) + 1) ^ p * r ^ n ∧
    ∑' n : ℕ, ((n : ℝ) + 1) ^ p * r ^ n ≤ (p ! : ℝ) * (1 / (1 - r) ^ (p + 1)) := by
  have hr : ‖r‖ < 1 := by rwa [Real.norm_of_nonneg h0]
  -- the binomial series is the comparison series on both sides
  have H := (hasSum_choose_mul_geometric_of_norm_lt_one p hr).mul_left (p ! : ℝ)
  have hle : ∀ n : ℕ, ((n : ℝ) + 1) ^ p * r ^ n ≤
      (p ! : ℝ) * (((n + p).choose p : ℝ) * r ^ n) := by
    intro n
    have c : ((n : ℝ) + 1) ^ p ≤ (p ! : ℝ) * ((n + p).choose p : ℝ) := by
      exact_mod_cast (factorial_choose_bounds n p).1
    rw [← mul_assoc]
    exact mul_le_mul_of_nonneg_right c (pow_nonneg h0 n)
  have hs : Summable (fun n : ℕ => ((n : ℝ) + 1) ^ p * r ^ n) :=
    Summable.of_nonneg_of_le (fun n => by positivity) hle H.summable
  refine ⟨hs, ?_, hasSum_le hle hs.hasSum H⟩
  -- for the lower bound the first `p` terms are dropped
  have tail := ((summable_nat_add_iff p).2 hs).hasSum
  have hge : ∀ n : ℕ, r ^ p * ((p ! : ℝ) * (((n + p).choose p : ℝ) * r ^ n)) ≤
      (((n + p : ℕ) : ℝ) + 1) ^ p * r ^ (n + p) := by
    intro n
    have c : (p ! : ℝ) * ((n + p).choose p : ℝ) ≤ (((n + p : ℕ) : ℝ) + 1) ^ p := by
      exact_mod_cast (factorial_choose_bounds n p).2
    calc r ^ p * ((p ! : ℝ) * (((n + p).choose p : ℝ) * r ^ n))
        = ((p ! : ℝ) * ((n + p).choose p : ℝ)) * r ^ (n + p) := by ring
      _ ≤ _ := mul_le_mul_of_nonneg_right c (pow_nonneg h0 _)
  have hlow := hasSum_le hge (H.mul_left (r ^ p)) tail
  have hsplit := hs.sum_add_tsum_nat_add p
  have hpos : 0 ≤ ∑ n ∈ Finset.range p, ((n : ℝ) + 1) ^ p * r ^ n :=
    Finset.sum_nonneg (fun n _ => by positivity)
  linarith
```

This theorem gives convergence of M and its two bounds. `H` is the binomial series multiplied by p!. The termwise comparison `hle` yields both convergence and the upper bound. For the lower bound, `hge` compares the shifted terms, `hsplit` separates the first p terms from the tail, and `hpos` says that the separated part is non-negative.

```lean
/-- For positive spacing and separation the mesh series converges, and the mesh sum obeys
explicit upper and lower bounds in terms of `exp (-2 h D)`. -/
theorem meshSum_bounds (p : ℕ) {h D : ℝ} (hh : 0 < h) (hD : 0 < D) :
    Summable (fun n : ℕ =>
      (((n : ℝ) + 1) * h) ^ p * Real.exp (-2 * (((n : ℝ) + 1) * h) * D)) ∧
    (p ! : ℝ) * Real.exp (-(2 * h * D)) ^ (p + 1) *
      (h / (1 - Real.exp (-(2 * h * D)))) ^ (p + 1) ≤ meshSum p h D ∧
    meshSum p h D ≤ (p ! : ℝ) * Real.exp (-(2 * h * D)) *
      (h / (1 - Real.exp (-(2 * h * D)))) ^ (p + 1) := by
  have hlt : Real.exp (-(2 * h * D)) < 1 := by
    rw [Real.exp_lt_one_iff]
    have : 0 < 2 * h * D := by positivity
    linarith
  obtain ⟨hs, hl, hu⟩ := moment_bounds p (Real.exp_pos (-(2 * h * D))).le hlt
  unfold meshSum
  rw [tsum_congr (mesh_term p h D), tsum_mul_left, funext (mesh_term p h D)]
  have hc : 0 ≤ h ^ (p + 1) * Real.exp (-(2 * h * D)) := by positivity
  refine ⟨hs.mul_left _, ?_, ?_⟩
  · refine le_trans (le_of_eq ?_) ((mul_le_mul_of_nonneg_left hl hc).trans (le_of_eq ?_))
    · rw [div_pow]
      simp only [div_eq_mul_inv, one_mul]
      generalize ((1 - Real.exp (-(2 * h * D))) ^ (p + 1))⁻¹ = w
      ring
    · ring
  · refine le_trans (le_of_eq ?_) ((mul_le_mul_of_nonneg_left hu hc).trans (le_of_eq ?_))
    · ring
    · rw [div_pow]
      simp only [div_eq_mul_inv, one_mul]
      generalize ((1 - Real.exp (-(2 * h * D))) ^ (p + 1))⁻¹ = w
      ring
```

Here r becomes exp(-2hD) and the bounds are multiplied by h^(p+1) r. The first component of the statement is convergence of the mesh series for positive h and D. It matters because Lean assigns the value 0 to a divergent `tsum`, and a limit of 0 could otherwise be spurious.

## Recovering the continuum value

```lean
/-- With a continuum of wavevectors, the integral of `q ^ p * exp (-2 q D)` over `q > 0`
is the power law `p! / (2D)^(p+1)` for every `D > 0`. -/
theorem continuum_integral (p : ℕ) {D : ℝ} (hD : 0 < D) :
    ∫ q in Set.Ioi (0 : ℝ), q ^ p * Real.exp (-2 * q * D) =
      (p ! : ℝ) / (2 * D) ^ (p + 1) := by
  have H := Real.integral_rpow_mul_exp_neg_mul_Ioi
    (a := (p : ℝ) + 1) (r := 2 * D) (by positivity) (by positivity)
  have e : (1 / (2 * D)) ^ ((p : ℝ) + 1) = (1 / (2 * D)) ^ (p + 1) := by
    exact_mod_cast Real.rpow_natCast (1 / (2 * D)) (p + 1)
  rw [Real.Gamma_nat_eq_factorial, e, add_sub_cancel_right] at H
  simp only [Real.rpow_natCast] at H
  have f : (fun q : ℝ => q ^ p * Real.exp (-2 * q * D)) =
      fun q => q ^ p * Real.exp (-(2 * D * q)) := by
    funext q
    rw [show -2 * q * D = -(2 * D * q) by ring]
  rw [f, H, one_div, inv_pow, div_eq_mul_inv, mul_comm]
```

`Set.Ioi 0` is the half-line q > 0. The proof specialises Mathlib's Gamma-function integral to the argument p+1, where Gamma equals p!. This identifies the limit in the next theorem as the continuum result.

```lean
/-- At fixed separation `D > 0`, refining the mesh recovers the power law
`p! / (2D)^(p+1)`. -/
theorem tendsto_fine_mesh (p : ℕ) {D : ℝ} (hD : 0 < D) :
    Tendsto (fun h => meshSum p h D) (𝓝[>] 0) (𝓝 ((p ! : ℝ) / (2 * D) ^ (p + 1))) := by
  have hd := (((((hasDerivAt_id' (0 : ℝ)).const_mul 2).mul_const D).fun_neg).exp).const_sub 1
  have hd' : HasDerivAt (fun h : ℝ => 1 - Real.exp (-(2 * h * D))) (2 * D) 0 :=
    hd.congr_deriv (by simp)
  -- `h / (1 - exp (-2hD))` is an inverse difference quotient
  have hq : Tendsto (fun h : ℝ => h / (1 - Real.exp (-(2 * h * D)))) (𝓝[>] 0)
      (𝓝 (2 * D)⁻¹) := by
    refine (hd'.tendsto_slope_zero_right.inv₀ (by positivity)).congr (fun h => ?_)
    simp only [zero_add, mul_zero, zero_mul, neg_zero, Real.exp_zero, sub_self, sub_zero,
      smul_eq_mul, mul_inv, inv_inv, div_eq_mul_inv]
  have hc : Continuous (fun h : ℝ => Real.exp (-(2 * h * D))) := by fun_prop
  have hr : Tendsto (fun h : ℝ => Real.exp (-(2 * h * D))) (𝓝[>] 0) (𝓝 1) :=
    (hc.tendsto' 0 1 (by simp)).mono_left nhdsWithin_le_nhds
  have L := ((hr.pow (p + 1)).const_mul (p ! : ℝ)).mul (hq.pow (p + 1))
  have U := (hr.const_mul (p ! : ℝ)).mul (hq.pow (p + 1))
  rw [one_pow, mul_one, inv_pow, ← div_eq_mul_inv] at L
  rw [mul_one, inv_pow, ← div_eq_mul_inv] at U
  refine tendsto_of_tendsto_of_tendsto_of_le_of_le' L U ?_ ?_
  · filter_upwards [self_mem_nhdsWithin] with h hh
    exact (meshSum_bounds p hh hD).2.1
  · filter_upwards [self_mem_nhdsWithin] with h hh
    exact (meshSum_bounds p hh hD).2.2
```

The filter `𝓝[>] 0` expresses h → 0⁺. The derivative 2D is `hd'`, and inverting the corresponding difference quotient gives `hq`, the limit of h/(1-r). `L` and `U` are the limits of the lower and upper bounds. The closing steps apply the squeeze, using the bounds only at positive h.

## Exponential decay at fixed spacing

```lean
/-- At fixed spacing `h > 0`, the mesh sum at large separation is asymptotically
`h^(p+1) exp (-2 h D)`, the contribution of the smallest mesh wavevector. -/
theorem tendsto_exp_mul_meshSum (p : ℕ) {h : ℝ} (hh : 0 < h) :
    Tendsto (fun D => Real.exp (2 * h * D) * meshSum p h D) atTop (𝓝 (h ^ (p + 1))) := by
  have T : Tendsto (fun D : ℝ => Real.exp (-(2 * h * D))) atTop (𝓝 0) :=
    Real.tendsto_exp_neg_atTop_nhds_zero.comp
      (tendsto_id.const_mul_atTop (by positivity : 0 < 2 * h))
  have hb := (moment_bounds p (r := 1 / 2) (by norm_num) (by norm_num)).1
  -- dominated convergence: only the first mesh point survives
  have M : Tendsto (fun D : ℝ => ∑' n : ℕ, ((n : ℝ) + 1) ^ p * Real.exp (-(2 * h * D)) ^ n)
      atTop (𝓝 (∑' n : ℕ, ((n : ℝ) + 1) ^ p * (0 : ℝ) ^ n)) := by
    refine tendsto_tsum_of_dominated_convergence hb (fun n => (T.pow n).const_mul _) ?_
    filter_upwards [T.eventually_le_const (by norm_num : (0 : ℝ) < 1 / 2)] with D hD n
    rw [Real.norm_of_nonneg (by positivity)]
    exact mul_le_mul_of_nonneg_left (pow_le_pow_left₀ (Real.exp_pos _).le hD n)
      (by positivity)
  have z : ∑' n : ℕ, ((n : ℝ) + 1) ^ p * (0 : ℝ) ^ n = 1 := by
    rw [tsum_eq_single 0 (fun n hn => by rw [zero_pow hn, mul_zero])]
    simp
  rw [z] at M
  have M' := M.const_mul (h ^ (p + 1))
  rw [mul_one] at M'
  refine M'.congr (fun D => ?_)
  have e : Real.exp (2 * h * D) * Real.exp (-(2 * h * D)) = 1 := by
    rw [← Real.exp_add, add_neg_cancel, Real.exp_zero]
  unfold meshSum
  rw [tsum_congr (mesh_term p h D), tsum_mul_left]
  linear_combination (-(h ^ (p + 1) *
    ∑' n : ℕ, ((n : ℝ) + 1) ^ p * Real.exp (-(2 * h * D)) ^ n)) * e
```

`T` states that r → 0. The series at r = 1/2, shown to converge in `hb`, is the dominating series, and `M` is the termwise limit. `z` evaluates the limiting series, in which only the term with index 0 is non-zero. The last lines restore the factor exp(2hD) by means of exp(2hD)·exp(-2hD) = 1.

```lean
/-- A wavevector mesh of fixed spacing destroys the power law at large separation: at each fixed
`D > 0` the mesh sum tends to `p! / (2D)^(p+1)` as the spacing tends to zero from above, but at each
fixed spacing `h > 0` it decays faster than every inverse power of `D`. -/
theorem mesh_destroys_power_law (p : ℕ) :
    (∀ D : ℝ, 0 < D →
      Tendsto (fun h => meshSum p h D) (𝓝[>] 0) (𝓝 ((p ! : ℝ) / (2 * D) ^ (p + 1)))) ∧
    (∀ h : ℝ, 0 < h → ∀ m : ℕ,
      Tendsto (fun D => D ^ m * meshSum p h D) atTop (𝓝 0)) := by
  refine ⟨fun D hD => tendsto_fine_mesh p hD, fun h hh m => ?_⟩
  have A : Tendsto (fun D : ℝ => (2 * h * D) ^ m * Real.exp (-(2 * h * D))) atTop (𝓝 0) :=
    (Real.tendsto_pow_mul_exp_neg_atTop_nhds_zero m).comp
      (tendsto_id.const_mul_atTop (by positivity : 0 < 2 * h))
  -- the exponential beats the power, the remaining factor stays finite
  have B := (A.const_mul ((2 * h) ^ m)⁻¹).mul (tendsto_exp_mul_meshSum p hh)
  rw [mul_zero, zero_mul] at B
  refine B.congr (fun D => ?_)
  have e : Real.exp (-(2 * h * D)) * Real.exp (2 * h * D) = 1 := by
    rw [← Real.exp_add, neg_add_cancel, Real.exp_zero]
  have c : ((2 * h) ^ m)⁻¹ * (2 * h) ^ m = 1 := inv_mul_cancel₀ (by positivity)
  calc ((2 * h) ^ m)⁻¹ * ((2 * h * D) ^ m * Real.exp (-(2 * h * D))) *
        (Real.exp (2 * h * D) * meshSum p h D)
      = (((2 * h) ^ m)⁻¹ * (2 * h) ^ m) *
        (Real.exp (-(2 * h * D)) * Real.exp (2 * h * D)) * (D ^ m * meshSum p h D) := by
        rw [mul_pow (2 * h) D m]
        ac_rfl
    _ = D ^ m * meshSum p h D := by rw [c, e, one_mul, one_mul]

end

end DispersionMesh
```

The theorem holds for every natural `p` and joins the two limits. In the first, D is fixed before h tends to zero; in the second, h is fixed before D grows, and `m` is arbitrary. The first half is `tendsto_fine_mesh`. For the second, `A` says that (2hD)^m exp(-2hD) tends to 0, and `B` divides this by (2h)^m and multiplies it by exp(2hD) S, which has a finite limit. The final calculation cancels the exponentials and the powers of 2h, leaving D^m S.

```lean
#print axioms DispersionMesh.continuum_integral
-- 'DispersionMesh.continuum_integral' depends on axioms: [propext, Classical.choice, Quot.sound]
#print axioms DispersionMesh.mesh_destroys_power_law
-- 'DispersionMesh.mesh_destroys_power_law' depends on axioms: [propext, Classical.choice, Quot.sound]
```
